# Squared norm of the chain part of an emitter–chain state

The state in `hasSum_chain` has amplitude 1 on an emitter and amplitude g x^|n| / √(E² − 4J²) on site n of a chain infinite in both directions, with g real, J > 0, E > 2J and x = (E − √(E² − 4J²)) / (2J), which lies between 0 and 1. The lemma says that the squared moduli of the chain amplitudes sum to S = g²E / (E² − 4J²)^(3/2). The state is not normalised: its whole squared norm is 1 + S, so after normalisation the chain carries probability S / (1 + S). The proof sums a geometric series over each half of the chain, then multiplies by the common factor g² / (E² − 4J²) and uses `convert` to match the result with the statement.

As first written in Lean, the proof fails:

```lean
import Mathlib

namespace HasSumChain

noncomputable section

/-- The square root `√(E² - 4J²)`, for energies with `E² ≥ 4J²`. -/
def bandRoot (J E : ℝ) : ℝ := Real.sqrt (E ^ 2 - 4 * J ^ 2)

/-- The factor `x = (E - √(E² - 4J²)) / (2J)` per site, for `J > 0` and `E > 2J`. -/
def decay (J E : ℝ) : ℝ := (E - bandRoot J E) / (2 * J)

/-- The state with emitter amplitude 1 and chain amplitudes `g x^|n| / √(E² - 4J²)`,
for `J > 0` and `E > 2J`. -/
def boundState (g J E : ℝ) : ℂ × (ℤ → ℂ) :=
  (1, fun n => ((g / bandRoot J E * decay J E ^ n.natAbs : ℝ) : ℂ))

/-- For `J > 0` and `E > 2J` the root `√(E² - 4J²)` is positive and squares to `E² - 4J²`. -/
theorem bandRoot_spec {J E : ℝ} (hJ : 0 < J) (hE : 2 * J < E) :
    0 < bandRoot J E ∧ bandRoot J E ^ 2 = E ^ 2 - 4 * J ^ 2 := by
  have h : 0 < E ^ 2 - 4 * J ^ 2 := by nlinarith
  exact ⟨Real.sqrt_pos.2 h, Real.sq_sqrt h.le⟩

/-- For `J > 0` and `E > 2J` the factor `x` lies strictly between 0 and 1, solves the chain
equation `J(x² + 1) = E x`, and satisfies `E - 2Jx = √(E² - 4J²)`. -/
theorem decay_spec {J E : ℝ} (hJ : 0 < J) (hE : 2 * J < E) :
    0 < decay J E ∧ decay J E < 1 ∧ J * (decay J E ^ 2 + 1) = E * decay J E ∧
      E - 2 * J * decay J E = bandRoot J E := by
  obtain ⟨hs, hsq⟩ := bandRoot_spec hJ hE
  have h : 2 * J * decay J E = E - bandRoot J E := by
    unfold decay
    exact mul_div_cancel₀ _ (by positivity)
  have hlt : bandRoot J E < E :=
    lt_of_pow_lt_pow_left₀ 2 (by linarith) (by nlinarith)
  have hgt : E - 2 * J < bandRoot J E :=
    lt_of_pow_lt_pow_left₀ 2 hs.le (by nlinarith)
  refine ⟨div_pos (by linarith) (by linarith), ?_, ?_, by linarith⟩
  · exact (div_lt_one (by linarith)).2 (by linarith)
  · have h4 : 4 * J ≠ 0 := by positivity
    apply mul_left_cancel₀ h4
    linear_combination (2 * J * decay J E + E - bandRoot J E - 2 * E) * h + hsq

/-- For `J > 0` and `E > 2J` the chain part of `boundState` has norm squared
`g² E / (E² - 4J²)^(3/2)`. -/
theorem hasSum_chain (g : ℝ) {J E : ℝ} (hJ : 0 < J) (hE : 2 * J < E) :
    HasSum (fun n => ‖(boundState g J E).2 n‖ ^ 2) (g ^ 2 * E / bandRoot J E ^ 3) := by
  obtain ⟨h0, h1, h2, h3⟩ := decay_spec hJ hE
  have hs := (bandRoot_spec hJ hE).1
  have hx : decay J E ^ 2 < 1 := by nlinarith
  have hgeo := hasSum_geometric_of_lt_one (sq_nonneg (decay J E)) hx
  -- one geometric series for each half of the chain
  have key : HasSum (fun n : ℤ => (decay J E ^ 2) ^ n.natAbs)
      ((1 - decay J E ^ 2)⁻¹ + decay J E ^ 2 * (1 - decay J E ^ 2)⁻¹) := by
    refine HasSum.of_nat_of_neg_add_one ?_ ?_
    · simpa only [Int.natAbs_natCast] using hgeo
    · have e : (fun n : ℕ => (decay J E ^ 2) ^ (-((n : ℤ) + 1)).natAbs) =
          fun n => decay J E ^ 2 * (decay J E ^ 2) ^ n := by
        funext n
        rw [show (-((n : ℤ) + 1)).natAbs = n + 1 by omega, pow_succ']
      have h := hgeo.mul_left (decay J E ^ 2)
      rw [← e] at h
      exact h
  have hr : (1 - decay J E ^ 2)⁻¹ + decay J E ^ 2 * (1 - decay J E ^ 2)⁻¹ =
      E / bandRoot J E := by
    have hne : 1 - decay J E ^ 2 ≠ 0 := by linarith
    rw [show (1 - decay J E ^ 2)⁻¹ + decay J E ^ 2 * (1 - decay J E ^ 2)⁻¹ =
      (1 + decay J E ^ 2) / (1 - decay J E ^ 2) by ring, div_eq_div_iff hne hs.ne']
    apply mul_left_cancel₀ hJ.ne'
    rw [← h3]
    linear_combination (E - 2 * J * decay J E) * h2 - E * h2
  rw [hr] at key
  convert key.mul_left ((g / bandRoot J E) ^ 2) using 1
  · funext n
    simp only [boundState]
    rw [Complex.norm_real, Real.norm_eq_abs, sq_abs]
    ring
  · ring

end

end HasSumChain
```

Messages:

```
Main.lean:73:4: error: Tactic `apply` failed: could not unify the conclusion of `@funext`
  ?f = ?g
with the goal
  Real.instAddCommMonoid =
    CommRing.toNonUnitalCommRing.toNonUnitalNonAssocCommRing.toNonUnitalNonAssocSemiring.toAddCommMonoid

Note: The full type of `@funext` is
  ∀ {α : Sort ?u.373} {β : α → Sort ?u.372} {f g : (x : α) → β x}, (∀ (x : α), f x = g x) → f = g

case e'_3
g J E : ℝ
hJ : 0 < J
hE : 2 * J < E
h0 : 0 < decay J E
h1 : decay J E < 1
h2 : J * (decay J E ^ 2 + 1) = E * decay J E
h3 : E - 2 * J * decay J E = bandRoot J E
hs : 0 < bandRoot J E
hx : decay J E ^ 2 < 1
hgeo : HasSum (fun n => (decay J E ^ 2) ^ n) (1 - decay J E ^ 2)⁻¹
key : HasSum (fun n => (decay J E ^ 2) ^ n.natAbs) (E / bandRoot J E)
hr : (1 - decay J E ^ 2)⁻¹ + decay J E ^ 2 * (1 - decay J E ^ 2)⁻¹ = E / bandRoot J E
⊢ Real.instAddCommMonoid =
    CommRing.toNonUnitalCommRing.toNonUnitalNonAssocCommRing.toNonUnitalNonAssocSemiring.toAddCommMonoid
Try this:
  [apply] ring_nf
  
  The `ring` tactic failed to close the goal. Use `ring_nf` to obtain a normal form.
    
  Note that `ring` works primarily in *commutative* rings. If you have a noncommutative ring, abelian group or module, consider using `noncomm_ring`, `abel` or `module` instead.
Main.lean:77:2: error: unsolved goals
case e'_5
g J E : ℝ
hJ : 0 < J
hE : 2 * J < E
h0 : 0 < decay J E
h1 : decay J E < 1
h2 : J * (decay J E ^ 2 + 1) = E * decay J E
h3 : E - 2 * J * decay J E = bandRoot J E
hs : 0 < bandRoot J E
hx : decay J E ^ 2 < 1
hgeo : HasSum (fun n => (decay J E ^ 2) ^ n) (1 - decay J E ^ 2)⁻¹
key : HasSum (fun n => (decay J E ^ 2) ^ n.natAbs) (E / bandRoot J E)
hr : (1 - decay J E ^ 2)⁻¹ + decay J E ^ 2 * (1 - decay J E ^ 2)⁻¹ = E / bandRoot J E
⊢ (fun n => ‖(boundState g J E).2 n‖ ^ 2) = fun i => g ^ 2 * (bandRoot J E)⁻¹ ^ 2 * decay J E ^ (i.natAbs * 2)
Main.lean:46:85: error: unsolved goals
case e'_6
g J E : ℝ
hJ : 0 < J
hE : 2 * J < E
h0 : 0 < decay J E
h1 : decay J E < 1
h2 : J * (decay J E ^ 2 + 1) = E * decay J E
h3 : E - 2 * J * decay J E = bandRoot J E
hs : 0 < bandRoot J E
hx : decay J E ^ 2 < 1
hgeo : HasSum (fun n => (decay J E ^ 2) ^ n) (1 - decay J E ^ 2)⁻¹
key : HasSum (fun n => (decay J E ^ 2) ^ n.natAbs) (E / bandRoot J E)
hr : (1 - decay J E ^ 2)⁻¹ + decay J E ^ 2 * (1 - decay J E ^ 2)⁻¹ = E / bandRoot J E
⊢ g ^ 2 * E / bandRoot J E ^ 3 = (g / bandRoot J E) ^ 2 * (E / bandRoot J E)
```

The mended proof, as a diff:

```diff
@@ -70,10 +70,14 @@
     linear_combination (E - 2 * J * decay J E) * h2 - E * h2
   rw [hr] at key
-  convert key.mul_left ((g / bandRoot J E) ^ 2) using 1
-  · funext n
+  have hf : (fun n => ‖(boundState g J E).2 n‖ ^ 2) =
+      fun n : ℤ => (g / bandRoot J E) ^ 2 * (decay J E ^ 2) ^ n.natAbs := by
+    funext n
     simp only [boundState]
     rw [Complex.norm_real, Real.norm_eq_abs, sq_abs]
     ring
-  · ring
+  have hv : g ^ 2 * E / bandRoot J E ^ 3 = (g / bandRoot J E) ^ 2 * (E / bandRoot J E) := by
+    ring
+  rw [hf, hv]
+  exact key.mul_left _
 
 end
```

The proof has two bullets after `convert ... using 1`, one for the summands and one for the sums, but `convert` left three goals. The extra one, which came first, asks that two `AddCommMonoid` structures on the reals be equal: `HasSum` takes such a structure as an implicit argument, and the statement and `key.mul_left` reach it by different routes.

So each bullet met the wrong goal. `funext` failed on the equation between structures, which is not between functions. The last `ring` got the equation between summands, which it can't prove because it doesn't unfold `boundState` or evaluate the norm. The equation between sums had no bullet left, hence the third error.

The repair proves the two intended equations by name, as `hf` and `hv`, with the same tactics as before. After `rw [hf, hv]` the goal agrees with `key.mul_left _` except for the structure, and `exact` accepts that because the two versions are equal by definition, which Lean checks by unfolding them.
